# The number of primitive lattice cells in the unit cell of an (n,m) nanotube

The chiral vector of an (n,m) nanotube and its translation vector T span the tube's unit cell on the unrolled lattice, and `cells_mul_dR` says that the number of primitive cells in it, times d = gcd(2n+m, 2m+n), is 2(n² + nm + m²). The number of cells is defined as the absolute value of the determinant of the two vectors in lattice coordinates, where T is ((2m+n)/d, −(2n+m)/d). This is pure lattice geometry, with no electrons in it, and it holds for all natural numbers n and m, including the degenerate case n = m = 0, where both sides are zero. The proof first shows, as `key`, that the signed determinant times d is −2(n² + nm + m²), and then tries to bring d inside the absolute value so that `key` can be used.

The first attempt, which Lean rejects:

```lean
import Mathlib

open Matrix

namespace NanotubeTranslation

noncomputable section

/-- The integer `dR = gcd(2n+m, 2m+n)` of the tube `(n,m)`. -/
def dR (n m : ℕ) : ℕ := Nat.gcd (2 * n + m) (2 * m + n)

/-- Lattice coordinates of the translation vector `T` of the tube `(n,m)`. -/
def translation (n m : ℕ) : ℤ × ℤ :=
  (((2 * m + n) / dR n m : ℕ), -(((2 * n + m) / dR n m : ℕ) : ℤ))

/-- Absolute determinant of two lattice vectors in lattice coordinates. -/
def cells (u v : ℤ × ℤ) : ℤ := |Matrix.det !![u.1, u.2; v.1, v.2]|

/-- The divisions in the definition of `T` are exact. -/
theorem dR_mul_translation (n m : ℕ) :
    (dR n m : ℤ) * (translation n m).1 = 2 * m + n ∧
      (dR n m : ℤ) * (translation n m).2 = -(2 * n + m) := by
  have h1 : dR n m * ((2 * m + n) / dR n m) = 2 * m + n :=
    Nat.mul_div_cancel' (Nat.gcd_dvd_right _ _)
  have h2 : dR n m * ((2 * n + m) / dR n m) = 2 * n + m :=
    Nat.mul_div_cancel' (Nat.gcd_dvd_left _ _)
  have h1' : (dR n m : ℤ) * (((2 * m + n) / dR n m : ℕ) : ℤ) = 2 * m + n := by
    exact_mod_cast h1
  have h2' : (dR n m : ℤ) * (((2 * n + m) / dR n m : ℕ) : ℤ) = 2 * n + m := by
    exact_mod_cast h2
  refine ⟨h1', ?_⟩
  show (dR n m : ℤ) * -(((2 * n + m) / dR n m : ℕ) : ℤ) = _
  rw [mul_neg, h2']

/-- The number of primitive cells spanned by the chiral vector and `T`, multiplied by `dR`,
is `2(n² + nm + m²)`. -/
theorem cells_mul_dR (n m : ℕ) :
    cells (n, m) (translation n m) * dR n m = 2 * ((n : ℤ) ^ 2 + n * m + m ^ 2) := by
  obtain ⟨h1, h2⟩ := dR_mul_translation n m
  have hd : (0 : ℤ) ≤ dR n m := by positivity
  have key : ((n : ℤ) * (translation n m).2 - m * (translation n m).1) * dR n m
      = -(2 * ((n : ℤ) ^ 2 + n * m + m ^ 2)) := by
    linear_combination (n : ℤ) * h2 - m * h1
  unfold cells
  rw [Matrix.det_fin_two_of]
  show |(n : ℤ) * (translation n m).2 - m * (translation n m).1| * (dR n m : ℤ) = _
  rw [← abs_of_nonneg hd, ← abs_mul, abs_of_nonneg hd, key, abs_neg,
    abs_of_nonneg (by positivity)]

end

end NanotubeTranslation
```

The compiler's answer:

```
Main.lean:47:37: error: Tactic `rewrite` failed: Did not find an occurrence of the pattern
  |↑(dR n m)|
in the target expression
  |(↑n * (translation n m).2 - ↑m * (translation n m).1) * ↑(dR n m)| = 2 * (↑n ^ 2 + ↑n * ↑m + ↑m ^ 2)

n m : ℕ
h1 : ↑(dR n m) * (translation n m).1 = 2 * ↑m + ↑n
h2 : ↑(dR n m) * (translation n m).2 = -(2 * ↑n + ↑m)
hd : 0 ≤ ↑(dR n m)
key : (↑n * (translation n m).2 - ↑m * (translation n m).1) * ↑(dR n m) = -(2 * (↑n ^ 2 + ↑n * ↑m + ↑m ^ 2))
⊢ |(↑n * (translation n m).2 - ↑m * (translation n m).1) * ↑(dR n m)| = 2 * (↑n ^ 2 + ↑n * ↑m + ↑m ^ 2)
```

The error says that `rw` was asked to rewrite `|↑(dR n m)|` and found no such term in the goal. The term had been there two steps earlier. The first rewrite, `← abs_of_nonneg hd`, turns the factor `↑(dR n m)` into `|↑(dR n m)|`, and the second, `← abs_mul`, merges the two absolute values into a single one round the whole product. The third, `abs_of_nonneg hd`, is meant to take the bars off `↑(dR n m)` again, but by then that factor has no bars of its own.

The repair drops the third rewrite. What stands inside the bars is already the left side of `key`, so `key` applies at once, `abs_neg` removes the minus sign, and `abs_of_nonneg` removes the bars.

The other change proves beforehand, as `hN`, that 2(n² + nm + m²) is nonnegative, where the old proof left this to `by positivity` inside the rewrite. The error doesn't concern that step, so as far as the message shows this is mere tidying.

The repair, with which the file compiles:

```diff
@@ -45,6 +45,6 @@
   rw [Matrix.det_fin_two_of]
   show |(n : ℤ) * (translation n m).2 - m * (translation n m).1| * (dR n m : ℤ) = _
-  rw [← abs_of_nonneg hd, ← abs_mul, abs_of_nonneg hd, key, abs_neg,
-    abs_of_nonneg (by positivity)]
+  have hN : (0 : ℤ) ≤ 2 * ((n : ℤ) ^ 2 + n * m + m ^ 2) := by positivity
+  rw [← abs_of_nonneg hd, ← abs_mul, key, abs_neg, abs_of_nonneg hN]
 
 end
```
